# Apparent barrier and ideality factor of a Schottky contact with Gaussian barrier heights

## Two barrier heights side by side

Take a metal–semiconductor contact in which half the area has barrier height \(\phi_0-\delta\) and half has \(\phi_0+\delta\), with \(\delta>0\). Let \(T>0\) be the temperature in energy units, so that \(k_B=1\). Thermionic emission over a barrier \(\phi\) carries the Boltzmann factor \(e^{-\phi/T}\), and the area average is

\[
\tfrac12 e^{-(\phi_0-\delta)/T}+\tfrac12 e^{-(\phi_0+\delta)/T}
= e^{-\phi_0/T}\cosh(\delta/T).
\]

A uniform contact with the same average would have the barrier \(\phi_0-T\ln\cosh(\delta/T)\), which lies below the mean \(\phi_0\). The low half gains more current than the high half loses. For \(\delta\ll T\) the lowering is approximately \(\delta^2/(2T)\), the variance divided by \(2T\). For a Gaussian distribution of heights this form of the lowering is exact at every positive temperature.

## Gaussian patches and the thermionic current

Let the barrier heights be Gaussian with mean \(\phi_0\) and variance \(s\ge 0\), and write \(\langle\cdot\rangle\) for the average over them. The apparent barrier is

\[
\phi_{\rm app}(T)=\phi_0-\frac{s}{2T}.
\]

The carrier charge is set to one, so the bias \(V\) is also an energy. The mean and variance may depend on it, and the current density is taken to be

\[
J(V)=A\,T^2\,\langle e^{-\phi/T}\rangle_V\,\bigl(e^{V/T}-1\bigr).
\]

The Richardson constant \(A>0\) stands for the emission prefactor of the semiconductor and is the same for every patch. The patches conduct in parallel without influencing one another, and there is no tunnelling or series resistance.

The ideality factor \(n\) describes how far the current–voltage curve departs from that of a fixed barrier. It is read from a slope:

\[
\frac1n=T\,\frac{d}{dV}\ln\frac{J(V)}{1-e^{-V/T}} .
\]

For a curve \(J=J_0e^{V/(nT)}(1-e^{-V/T})\) with constant \(J_0>0\) and \(n\), this returns \(1/n\) at any \(V\neq0\). At \(V=0\) the quotient is \(0/0\), so zero bias is excluded.

Suppose that at the bias considered the mean has slope \(r_2\) and the variance has slope \(r_3\). The central result is

\[
1-\frac1n=\frac{d\phi_{\rm app}}{dV}=r_2-\frac{r_3}{2T}.
\]

If barrier heights for different interface structures come from electronic-structure calculations, these formulas show how their mean and variance, weighted by the area that each structure covers, enter the barrier inferred from the saturation current at one temperature with \(A\) known, provided the heights are Gaussian and the patches independent.

## The model as Lean objects

The measure `gaussianReal φ₀ s` is the barrier distribution. Its second argument is the variance, not the standard deviation, and has type `ℝ≥0`, which builds in \(s\ge0\). At \(s=0\) the distribution is a single sharp barrier. `meanBoltzmann φ₀ s T` is the integral of \(e^{-\phi/T}\) over this measure, and `apparentBarrier` is defined separately by its formula. That the two are related is therefore a theorem.

In `current`, the arguments `φ₀` and `s` are functions of bias. `inverseIdeality` is the slope definition of \(1/n\), applicable to any curve `J`. The theorems speak of \(1/n\) throughout; passing to \(n\) itself requires \(1/n\neq0\).

The results read as follows.

- `effective_barrier_iff`: for \(T>0\), a single barrier \(x\) reproduces the averaged Boltzmann factor exactly when \(x=\phi_{\rm app}(T)\).
- `apparentBarrier_strictMonoOn_iff`: with \(\phi_0\) and \(s\) fixed, \(\phi_{\rm app}\) is strictly increasing on \(T>0\) exactly when \(s>0\).
- `modified_richardson`: for \(A,T>0\), the logarithm of the saturation current over \(T^2\), minus \(s/(2T^2)\), equals \(\ln A-\phi_0/T\).
- `apparentBarrier_hasDerivAt`: the bias slope of the apparent barrier is \(r_2-r_3/(2T)\).
- `one_sub_inverseIdeality`: for \(A,T>0\) and \(V\neq0\), the quantity \(1-1/n\) equals that slope.
- `inverseIdeality_eq_iff`: under the same conditions, \(1/n\) agrees at two different positive temperatures exactly when \(r_3=0\).

The hypotheses `hφ` and `hs` state that the mean and variance are differentiable at the one bias \(V\), with derivatives \(r_2\) and \(r_3\). Nothing is required at other biases. These slopes are inputs: no electrostatic model of the interface is used to obtain them. The comparison of two temperatures also assumes that the functions \(\phi_0(V)\) and \(s(V)\) are the same at both.

A Gaussian has a tail at negative barrier heights, where the Boltzmann factor exceeds one. The integral includes this tail, which limits the model physically when \(s/T\) becomes comparable with \(\phi_0\).

## Completing the square

Set \(\beta=1/T\) and let \(s>0\). With \(u=\phi-\phi_0\),

\[
\langle e^{-\beta\phi}\rangle
=\frac{e^{-\beta\phi_0}}{\sqrt{2\pi s}}\int_{-\infty}^{\infty}
e^{-\beta u-u^2/(2s)}\,du .
\]

The exponent in the integral is

\[
-\beta u-\frac{u^2}{2s}=-\frac{(u+\beta s)^2}{2s}+\frac{\beta^2s}{2}.
\]

The shifted Gaussian integrates to \(\sqrt{2\pi s}\), which leaves

\[
\langle e^{-\beta\phi}\rangle=e^{-\beta\phi_0+\beta^2s/2}
=e^{-\beta(\phi_0-\beta s/2)} .
\]

For \(s=0\) the average is \(e^{-\beta\phi_0}\), in agreement with the same formula. Putting \(\beta=1/T\) gives \(\langle e^{-\phi/T}\rangle=e^{-\phi_{\rm app}/T}\). If also \(\langle e^{-\phi/T}\rangle=e^{-x/T}\), injectivity of the exponential gives \(x/T=\phi_{\rm app}/T\), hence \(x=\phi_{\rm app}\).

The completed square shows where the main contribution lies: the integrand is centred at \(\phi=\phi_0-s/T\). When this is negative, the average is dominated by unphysical barriers.

## Temperature dependence and the Richardson line

For \(0<T_1<T_2\),

\[
\phi_{\rm app}(T_2)-\phi_{\rm app}(T_1)
=\frac s2\left(\frac1{T_1}-\frac1{T_2}\right)
=\frac{s\,(T_2-T_1)}{2T_1T_2},
\]

which is positive exactly when \(s>0\).

Let \(J_s=AT^2\langle e^{-\phi/T}\rangle\) be the saturation current. Then

\[
\ln\frac{J_s}{T^2}=\ln A-\frac{\phi_{\rm app}}{T}
=\ln A-\frac{\phi_0}{T}+\frac{s}{2T^2}.
\]

Subtracting the last term leaves a straight line in \(1/T\), with slope \(-\phi_0\) and intercept \(\ln A\), when \(\phi_0\), \(s\) and \(A\) do not depend on temperature.

## Bias slope of the logarithmic current

Write \(\phi_{\rm app}(V)=\phi_0(V)-s(V)/(2T)\) at fixed \(T\). Differentiating term by term gives \(\phi_{\rm app}'(V)=r_2-r_3/(2T)\).

Since \(e^{V/T}-1=e^{V/T}(1-e^{-V/T})\), the reverse-current factor cancels for \(V\neq0\):

\[
\frac{J(V)}{1-e^{-V/T}}
=AT^2e^{-\phi_{\rm app}(V)/T}e^{V/T}
=AT^2\exp\frac{V-\phi_{\rm app}(V)}{T}.
\]

This is positive for forward and reverse bias alike. Taking the logarithm and differentiating,

\[
\frac{d}{dV}\left[\ln(AT^2)+\frac{V-\phi_{\rm app}(V)}{T}\right]
=\frac{1-\phi_{\rm app}'(V)}{T}.
\]

Multiplication by \(T\) gives \(1/n=1-\phi_{\rm app}'(V)\), and therefore

\[
1-\frac1n=r_2-\frac{r_3}{2T}.
\]

Equality of \(1/n\) at \(T_1\neq T_2\) means \(r_3/(2T_1)=r_3/(2T_2)\), or \(r_3(T_2-T_1)=0\), so \(r_3=0\). Conversely, with \(r_3=0\) both values are \(1-r_2\). A changing mean alone thus makes \(1/n\) differ from one without making it depend on temperature.

## Lean file for the Gaussian barrier model

```lean
import Mathlib

open MeasureTheory ProbabilityTheory Set
open scoped NNReal Topology

namespace InhomogeneousSchottkyBarrier

noncomputable section

/-- The Boltzmann factor `exp (-φ/T)` averaged over Gaussian barrier heights with mean `φ₀`
and variance `s`; temperature is measured in energy units. -/
def meanBoltzmann (φ₀ : ℝ) (s : ℝ≥0) (T : ℝ) : ℝ :=
  ∫ φ, Real.exp (-φ / T) ∂(gaussianReal φ₀ s)

/-- The apparent barrier height `φ₀ - s/(2T)`. -/
def apparentBarrier (φ₀ : ℝ) (s : ℝ≥0) (T : ℝ) : ℝ :=
  φ₀ - (s : ℝ) / (2 * T)

/-- The thermionic current density at bias `V`, with Richardson constant `A` and a Gaussian
barrier distribution whose mean and variance depend on the bias. -/
def current (A T : ℝ) (φ₀ : ℝ → ℝ) (s : ℝ → ℝ≥0) (V : ℝ) : ℝ :=
  A * T ^ 2 * meanBoltzmann (φ₀ V) (s V) T * (Real.exp (V / T) - 1)

/-- The inverse ideality factor `1/n` of a current-voltage curve `J`: the slope of
`ln [J / (1 - exp (-V/T))]` against `V`, multiplied by `T`. -/
def inverseIdeality (J : ℝ → ℝ) (T V : ℝ) : ℝ :=
  T * deriv (fun U => Real.log (J U / (1 - Real.exp (-U / T)))) V

/-- The average of `exp (-βφ)` over Gaussian barrier heights, for any inverse temperature `β`. -/
theorem gaussian_average (φ₀ β : ℝ) (s : ℝ≥0) :
    ∫ φ, Real.exp (-(β * φ)) ∂(gaussianReal φ₀ s)
      = Real.exp (-(β * (φ₀ - β * s / 2))) := by
  -- the average is the moment generating function at `-β`
  have h : ∫ φ, Real.exp (-β * φ) ∂(gaussianReal φ₀ s)
      = Real.exp (φ₀ * (-β) + s * (-β) ^ 2 / 2) :=
    mgf_gaussianReal (p := gaussianReal φ₀ s) (X := id) Measure.map_id (-β)
  have e : (fun φ : ℝ => Real.exp (-(β * φ))) = fun φ => Real.exp (-β * φ) := by
    funext φ
    rw [neg_mul]
  rw [e, h]
  congr 1
  ring

/-- The averaged Boltzmann factor is the Boltzmann factor of the apparent barrier. -/
theorem meanBoltzmann_eq (φ₀ : ℝ) (s : ℝ≥0) (T : ℝ) :
    meanBoltzmann φ₀ s T = Real.exp (-apparentBarrier φ₀ s T / T) := by
  have e : (fun φ : ℝ => Real.exp (-φ / T)) = fun φ => Real.exp (-(T⁻¹ * φ)) := by
    funext φ
    congr 1
    ring
  rw [meanBoltzmann, e, gaussian_average, apparentBarrier]
  congr 1
  ring

/-- At positive temperature, a single barrier `x` reproduces the averaged Boltzmann factor
exactly when `x` is the apparent barrier. -/
theorem effective_barrier_iff (φ₀ x : ℝ) (s : ℝ≥0) {T : ℝ} (hT : 0 < T) :
    meanBoltzmann φ₀ s T = Real.exp (-x / T) ↔ x = apparentBarrier φ₀ s T := by
  rw [meanBoltzmann_eq]
  constructor
  · intro h
    have h' := (div_left_inj' hT.ne').mp (Real.exp_injective h)
    linarith
  · intro h
    rw [h]

/-- The apparent barrier is strictly increasing in temperature exactly when the barrier
distribution has positive variance. -/
theorem apparentBarrier_strictMonoOn_iff (φ₀ : ℝ) (s : ℝ≥0) :
    StrictMonoOn (apparentBarrier φ₀ s) (Ioi 0) ↔ 0 < s := by
  constructor
  · intro h
    have h12 : apparentBarrier φ₀ s 1 < apparentBarrier φ₀ s 2 :=
      h (mem_Ioi.mpr one_pos) (mem_Ioi.mpr two_pos) one_lt_two
    simp only [apparentBarrier] at h12
    have hs : (0 : ℝ) < s := by linarith
    exact_mod_cast hs
  · intro hs T₁ h₁ T₂ _ h12
    have h₁' : 0 < T₁ := h₁
    have hs' : (0 : ℝ) < s := by exact_mod_cast hs
    have h : (s : ℝ) / (2 * T₂) < s / (2 * T₁) :=
      div_lt_div_of_pos_left hs' (by positivity) (by linarith)
    simp only [apparentBarrier]
    linarith

/-- Modified Richardson plot: after subtracting `s/(2T²)`, the logarithm of the saturation
current over `T²` is linear in `1/T`, with slope `-φ₀` and intercept `ln A`. -/
theorem modified_richardson (φ₀ : ℝ) (s : ℝ≥0) {A T : ℝ} (hA : 0 < A) (hT : 0 < T) :
    Real.log (A * T ^ 2 * meanBoltzmann φ₀ s T / T ^ 2) - s / (2 * T ^ 2)
      = Real.log A - φ₀ * (1 / T) := by
  have h : A * T ^ 2 * meanBoltzmann φ₀ s T / T ^ 2 = A * meanBoltzmann φ₀ s T := by
    field_simp
  rw [h, meanBoltzmann_eq, Real.log_mul hA.ne' (Real.exp_ne_zero _), Real.log_exp,
    apparentBarrier]
  ring

/-- If the mean and variance have bias slopes `r₂` and `r₃`, the apparent barrier has bias
slope `r₂ - r₃/(2T)`. -/
theorem apparentBarrier_hasDerivAt {φ₀ : ℝ → ℝ} {s : ℝ → ℝ≥0} {r₂ r₃ V : ℝ} (T : ℝ)
    (hφ : HasDerivAt φ₀ r₂ V) (hs : HasDerivAt (fun U => (s U : ℝ)) r₃ V) :
    HasDerivAt (fun U => apparentBarrier (φ₀ U) (s U) T) (r₂ - r₃ / (2 * T)) V :=
  hφ.fun_sub (hs.div_const (2 * T))

/-- The slope of `ln [J / (1 - exp (-V/T))]` for the thermionic current through a Gaussian
barrier distribution, at any nonzero bias. -/
theorem log_current_hasDerivAt {φ₀ : ℝ → ℝ} {s : ℝ → ℝ≥0} {r₂ r₃ V A T : ℝ}
    (hA : 0 < A) (hT : 0 < T) (hV : V ≠ 0)
    (hφ : HasDerivAt φ₀ r₂ V) (hs : HasDerivAt (fun U => (s U : ℝ)) r₃ V) :
    HasDerivAt (fun U => Real.log (current A T φ₀ s U / (1 - Real.exp (-U / T))))
      ((1 - (r₂ - r₃ / (2 * T))) / T) V := by
  -- near `V` the reverse-current factor cancels and the logarithm becomes explicit
  have hev : (fun U => Real.log (current A T φ₀ s U / (1 - Real.exp (-U / T)))) =ᶠ[𝓝 V]
      fun U => Real.log (A * T ^ 2) + (U - apparentBarrier (φ₀ U) (s U) T) / T := by
    filter_upwards [isOpen_ne.mem_nhds hV] with U hU
    have h1 : 1 - Real.exp (-U / T) ≠ 0 := by
      intro h
      have h2 : Real.exp (-U / T) = 1 := by linarith
      rw [Real.exp_eq_one_iff] at h2
      rcases div_eq_zero_iff.mp h2 with h3 | h3
      · exact hU (neg_eq_zero.mp h3)
      · exact hT.ne' h3
    have h2 : Real.exp (U / T) - 1 = Real.exp (U / T) * (1 - Real.exp (-U / T)) := by
      have h0 : U / T + -U / T = 0 := by ring
      rw [mul_sub, ← Real.exp_add, h0, Real.exp_zero, mul_one]
    have h3 : current A T φ₀ s U / (1 - Real.exp (-U / T))
        = A * T ^ 2 * Real.exp ((U - apparentBarrier (φ₀ U) (s U) T) / T) := by
      have h4 : (U - apparentBarrier (φ₀ U) (s U) T) / T
          = -apparentBarrier (φ₀ U) (s U) T / T + U / T := by ring
      rw [div_eq_iff h1, current, h2, meanBoltzmann_eq, h4, Real.exp_add]
      ring
    rw [h3, Real.log_mul (by positivity) (Real.exp_ne_zero _), Real.log_exp]
  have hd := (((hasDerivAt_id' V).fun_sub
    (apparentBarrier_hasDerivAt T hφ hs)).div_const T).const_add (Real.log (A * T ^ 2))
  exact hd.congr_of_eventuallyEq hev

/-- For the thermionic current through a Gaussian barrier distribution whose mean and variance have
bias slopes `r₂` and `r₃`, the ideality factor at any nonzero bias obeys `1 - 1/n = r₂ - r₃/(2T)`.
-/
theorem one_sub_inverseIdeality {φ₀ : ℝ → ℝ} {s : ℝ → ℝ≥0} {r₂ r₃ V A T : ℝ}
    (hA : 0 < A) (hT : 0 < T) (hV : V ≠ 0)
    (hφ : HasDerivAt φ₀ r₂ V) (hs : HasDerivAt (fun U => (s U : ℝ)) r₃ V) :
    1 - inverseIdeality (current A T φ₀ s) T V = r₂ - r₃ / (2 * T) := by
  have e : ∀ x : ℝ, T * (x / T) = x := fun x => by field_simp
  rw [inverseIdeality, (log_current_hasDerivAt hA hT hV hφ hs).deriv, e]
  ring

/-- For the thermionic current through a Gaussian barrier distribution at a nonzero bias, the
inverse ideality factors at two different positive temperatures agree exactly when the variance of
the barrier distribution has zero bias slope. -/
theorem inverseIdeality_eq_iff {φ₀ : ℝ → ℝ} {s : ℝ → ℝ≥0} {r₂ r₃ V A T₁ T₂ : ℝ}
    (hA : 0 < A) (h₁ : 0 < T₁) (h₂ : 0 < T₂) (hne : T₁ ≠ T₂) (hV : V ≠ 0)
    (hφ : HasDerivAt φ₀ r₂ V) (hs : HasDerivAt (fun U => (s U : ℝ)) r₃ V) :
    inverseIdeality (current A T₁ φ₀ s) T₁ V = inverseIdeality (current A T₂ φ₀ s) T₂ V
      ↔ r₃ = 0 := by
  have e₁ := one_sub_inverseIdeality hA h₁ hV hφ hs
  have e₂ := one_sub_inverseIdeality hA h₂ hV hφ hs
  constructor
  · intro h
    have h3 : r₃ / (2 * T₁) = r₃ / (2 * T₂) := by linarith
    rw [div_eq_div_iff (by positivity) (by positivity)] at h3
    have h4 : r₃ * (T₂ - T₁) = 0 := by linarith
    rcases mul_eq_zero.mp h4 with h5 | h5
    · exact h5
    · exact absurd (by linarith) hne
  · intro h
    simp only [h, zero_div] at e₁ e₂
    linarith

end

end InhomogeneousSchottkyBarrier
```

```lean
#print axioms InhomogeneousSchottkyBarrier.effective_barrier_iff
#print axioms InhomogeneousSchottkyBarrier.apparentBarrier_strictMonoOn_iff
#print axioms InhomogeneousSchottkyBarrier.modified_richardson
#print axioms InhomogeneousSchottkyBarrier.inverseIdeality_eq_iff
```

```
'InhomogeneousSchottkyBarrier.effective_barrier_iff' depends on axioms: [propext, Classical.choice, Quot.sound]
'InhomogeneousSchottkyBarrier.apparentBarrier_strictMonoOn_iff' depends on axioms: [propext, Classical.choice, Quot.sound]
'InhomogeneousSchottkyBarrier.modified_richardson' depends on axioms: [propext, Classical.choice, Quot.sound]
'InhomogeneousSchottkyBarrier.inverseIdeality_eq_iff' depends on axioms: [propext, Classical.choice, Quot.sound]
```

## From the moment generating function to the ideality factor

`gaussian_average` replaces the completed square by Mathlib's formula for the moment generating function of a Gaussian, `mgf_gaussianReal`. That function is the average of \(e^{t\phi}\), so it is evaluated at \(t=-\beta\). The random variable is `id`, because the barrier height is itself the integration variable. The closing `ring` identifies the two forms of the exponent.

`meanBoltzmann_eq` sets \(\beta=T^{-1}\). It needs no sign condition on \(T\); at \(T=0\) it holds only through Lean's convention \(x/0=0\) and has no physical content. `effective_barrier_iff` restores \(T>0\), uses `Real.exp_injective` to compare exponents, and cancels the common division by \(T\).

For the monotonicity theorem, one direction tests the assumed increase at \(T=1\) and \(T=2\). The inequality \(\phi_0-s/2<\phi_0-s/4\) already forces \(s>0\). The other direction uses the fact that a positive numerator over a larger positive denominator gives a smaller quotient. `modified_richardson` cancels \(T^2\), inserts the closed form of the average and splits the logarithm of the product.

The derivative of the apparent barrier is the difference rule combined with division by the constant \(2T\). The main work is in `log_current_hasDerivAt`. A derivative at \(V\) depends only on values near \(V\), and since \(V\neq0\), a whole neighbourhood avoids zero bias. The statement `hev` says that throughout such a neighbourhood the logarithm equals the explicit expression derived above. Within its proof:

- `h1` shows that \(1-e^{-U/T}\neq0\) for \(U\neq0\);
- `h2` factors \(e^{U/T}-1\);
- `h3` carries out the cancellation in the current.

The term `hd` differentiates the explicit expression, and `congr_of_eventuallyEq` transfers the derivative to the original logarithm.

`one_sub_inverseIdeality` takes the value of this derivative, multiplies by \(T\) and rearranges. `inverseIdeality_eq_iff` applies that result at both temperatures. Clearing the denominators gives \(r_3(T_2-T_1)=0\), and `hne` rules out the vanishing of the second factor. For the converse, setting \(r_3=0\) reduces both equations to the same value.
